# The electric field in a p-type MOS semiconductor as a function of band bending

A uniformly doped semiconductor fills the half-space \(x\ge 0\), with the oxide interface at \(x=0\). Its bulk hole and electron densities are \(p_0\) and \(n_0\), its permittivity is \(\varepsilon\), its temperature is \(T\), and \(q\) is the elementary charge. The quantities below are dimensionless:

- \(u\) is the electrostatic potential relative to the bulk, in units of \(k_BT/q\). Positive \(u\) bends the bands down and repels holes.
- \(x\) is the depth in units of the hole Debye length \(L=\sqrt{\varepsilon k_BT/(q^2p_0)}\).
- \(E\) is the field in units of \(k_BT/(qL)\), positive when it points into the semiconductor.
- \(r=n_0/p_0\). A p-type material has \(0<r<1\), and \(r=0\) neglects the electrons. The results hold for every \(r\ge 0\), and some for every real \(r\).

```lean
import Mathlib

open Filter Topology Set

namespace MOSElectrostatics

noncomputable section
```

The charge density, in units of \(qp_0\), is

\[
\rho_r(u)=e^{-u}-re^{u}-(1-r).
\]

The first two terms are Boltzmann holes and electrons. The last is the fully ionised dopant charge, fixed by requiring a neutral bulk, \(\rho_r(0)=0\).

```lean
/-- Reduced charge density at band bending `u`: Boltzmann holes and electrons, with bulk
electron-to-hole ratio `r`, and the dopant charge that makes the bulk neutral. -/
def rho (r u : ℝ) : ℝ := Real.exp (-u) - r * Real.exp u - (1 - r)
```

Two functions of the band bending are needed. The first is

\[
F_r(u)=e^{-u}+u-1+r\,(e^{u}-u-1).
\]

```lean
/-- The function `F` at band bending `u`: the hole term `exp(-u) + u - 1` plus `r` times the
electron term `exp(u) - u - 1`. -/
def F (r u : ℝ) : ℝ := Real.exp (-u) + u - 1 + r * (Real.exp u - u - 1)
```

The second is \(Q_r(u)=\operatorname{sign}(u)\sqrt{2F_r(u)}\), with \(\operatorname{sign}(0)=0\).

```lean
/-- The square root of `2F`, taken with the sign of the band bending. -/
def Q (r u : ℝ) : ℝ := Real.sign u * √(2 * F r u)
```

In Lean, `rho r u`, `F r u` and `Q r u` are real functions of two real arguments. The model is semiclassical, one-dimensional and in equilibrium: it leaves out degenerate statistics, incomplete ionisation and quantum confinement in the inversion layer.

## (a) Flat band

Show that \(F_r(0)=0\).

Substitution gives \(1+0-1+r(1-0-1)=0\).

```lean
/-- `F` vanishes at flat band. -/
lemma F_zero (r : ℝ) : F r 0 = 0 := by simp [F]
```

## (b) Bent bands

Show that \(F_r(u)>0\) for \(r\ge 0\) and \(u\neq 0\).

The exponential lies strictly above its tangent at zero: \(e^{y}>1+y\) for \(y\ne 0\). Taking \(y=-u\) gives \(e^{-u}+u-1>0\). Taking \(y=u\) gives \(e^{u}-u-1>0\), which stays non-negative after multiplication by \(r\). The sum is positive. In the code, `h1` and `h3` are these two facts.

```lean
/-- For `r ≥ 0`, `F` is positive whenever the bands are bent. -/
theorem F_pos {r u : ℝ} (hr : 0 ≤ r) (hu : u ≠ 0) : 0 < F r u := by
  have h1 := Real.add_one_lt_exp (neg_ne_zero.2 hu)
  have h2 := Real.add_one_lt_exp hu
  have h3 : 0 ≤ r * (Real.exp u - u - 1) := mul_nonneg hr (by linarith)
  unfold F
  linarith
```

## (c) The slope of \(F\)

Show that \(F_r'(u)=-\rho_r(u)\).

Differentiating term by term,

\[
F_r'(u)=-e^{-u}+1+r(e^{u}-1)=-\bigl(e^{-u}-re^{u}-(1-r)\bigr).
\]

`HasDerivAt` states both that the derivative exists and that it has this value.

```lean
/-- The derivative of `F` with respect to the band bending is minus the charge density. -/
theorem hasDerivAt_F (r u : ℝ) : HasDerivAt (F r) (-rho r u) u := by
  have h1 : HasDerivAt (fun x : ℝ => Real.exp (-x)) (-Real.exp (-u)) u := by
    simpa using (hasDerivAt_neg u).exp
  have h2 := ((h1.fun_add (hasDerivAt_id' u)).sub_const 1).fun_add
    ((((Real.hasDerivAt_exp u).fun_sub (hasDerivAt_id' u)).sub_const 1).const_mul r)
  exact h2.congr_deriv (by unfold rho; ring)
```

## (d) Screening

Show that \(u\,\rho_r(u)\le 0\) for \(r\ge 0\).

Write \(\rho_r(u)=(e^{-u}-1)-r(e^{u}-1)\). If \(u\ge 0\), the first bracket is at most zero and the second at least zero, so \(\rho_r(u)\le 0\). If \(u\le 0\), both signs reverse and \(\rho_r(u)\ge 0\). The product is non-positive either way. The proof makes the same split.

```lean
/-- Screening: for `r ≥ 0` the product of band bending and charge density is never positive. -/
theorem screening {r : ℝ} (hr : 0 ≤ r) (u : ℝ) : u * rho r u ≤ 0 := by
  rcases le_total 0 u with h | h
  · have h1 : Real.exp (-u) ≤ 1 := Real.exp_le_one_iff.2 (by linarith)
    have h2 := mul_nonneg hr (sub_nonneg.2 (Real.one_le_exp h))
    have h3 : rho r u ≤ 0 := by unfold rho; linarith
    nlinarith
  · have h1 : 1 ≤ Real.exp (-u) := Real.one_le_exp (by linarith)
    have h2 := mul_nonneg hr (sub_nonneg.2 (Real.exp_le_one_iff.2 h))
    have h3 : 0 ≤ rho r u := by unfold rho; linarith
    nlinarith
```

## (e) Carrying a sign from the bulk to the surface

Let \(w\) be differentiable on \(x\ge 0\) with \(w'\ge 0\), and let \(w\to 0\) as \(x\to\infty\). Show that \(w(x)\le 0\) for all \(x\ge 0\).

Since \(w\) is non-decreasing, \(w(x)\le w(y)\) whenever \(y\ge x\). Letting \(y\to\infty\) gives \(w(x)\le 0\).

In Lean, `Ici 0` is the half-line \([0,\infty)\), and `HasDerivWithinAt` on it means a one-sided derivative at the interface. The monotonicity is `hm`, and `ge_of_tendsto` takes the limit.

```lean
/-- A quantity that does not decrease with depth and vanishes deep in the bulk is nowhere
positive. -/
lemma nonpos_of_bulk (w w' : ℝ → ℝ)
    (hw : ∀ x ∈ Ici (0 : ℝ), HasDerivWithinAt w (w' x) (Ici 0) x)
    (h0 : ∀ x ∈ Ici (0 : ℝ), 0 ≤ w' x) (hl : Tendsto w atTop (𝓝 0))
    {x : ℝ} (hx : x ∈ Ici (0 : ℝ)) : w x ≤ 0 := by
  have hm : MonotoneOn w (Ici 0) :=
    monotoneOn_of_hasDerivWithinAt_nonneg (convex_Ici 0)
      (fun y hy => (hw y hy).continuousWithinAt)
      (fun y hy => (hw y (interior_subset hy)).mono interior_subset)
      (fun y hy => h0 y (interior_subset hy))
  refine ge_of_tendsto hl ?_
  filter_upwards [eventually_ge_atTop x] with y hy
  exact hm hx (le_trans (mem_Ici.1 hx) hy) hy
```

## (f) The field from Poisson's equation

Let \(r\ge 0\), and let \(u\) and \(E\) satisfy

\[
u'=-E,\qquad E'=\rho_r(u)\qquad (x\ge 0),
\]

with \(u\to0\) and \(E\to0\) deep in the bulk. Show that at every depth

\[
E(x)=Q_r(u(x)).
\]

By (c), \(\frac{d}{dx}F_r(u)=(-\rho_r(u))(-E)=\rho_r(u)E\). Therefore

\[
\frac{d}{dx}\bigl(E^2-2F_r(u)\bigr)=2E\rho_r(u)-2\rho_r(u)E=0 .
\]

In the bulk \(E^2\to0\), and \(F_r(u)\to F_r(0)=0\) by continuity. The constant is thus zero, and \(E^2=2F_r(u)\) everywhere.

The sign of the root remains. From (d),

\[
\frac{d}{dx}(-uE)=E^2-u\rho_r(u)\ge 0,
\]

and \(-uE\to0\), so (e) gives \(uE\ge 0\). Hence \(E=\sqrt{2F_r(u)}\) where \(u>0\), and \(E=-\sqrt{2F_r(u)}\) where \(u<0\). Where \(u=0\), \(E^2=0\). These three cases are the definition of \(Q_r\).

The hypotheses `hu` and `hE` are the two differential equations, and `hu0` and `hE0` are the bulk conditions, which stand for a neutral, field-free substrate. A solution is assumed to be given; its existence is not part of the theorem. The proof applies (e) to \(E^2-2F_r(u)\) and to its negative, which gives `hsq`, and then to \(-uE\), which gives `hs`.

At \(x=0\) this gives the surface field, a reference value for testing a one-dimensional Poisson solver that uses the same Boltzmann carriers and uniform doping.

```lean
/-- Let `r ≥ 0`, and let the band bending `u` and field `E` obey Poisson's equation in the
half-space `x ≥ 0` and vanish deep in the bulk. Then the field at every depth, the surface
included, is `Q` of the local band bending. -/
theorem field_eq_Q {r : ℝ} (hr : 0 ≤ r) (u E : ℝ → ℝ)
    (hu : ∀ x ∈ Ici (0 : ℝ), HasDerivWithinAt u (-E x) (Ici 0) x)
    (hE : ∀ x ∈ Ici (0 : ℝ), HasDerivWithinAt E (rho r (u x)) (Ici 0) x)
    (hu0 : Tendsto u atTop (𝓝 0)) (hE0 : Tendsto E atTop (𝓝 0))
    {x : ℝ} (hx : 0 ≤ x) : E x = Q r (u x) := by
  -- the first integral of Poisson's equation
  have hw : ∀ y ∈ Ici (0 : ℝ),
      HasDerivWithinAt (fun z => E z * E z - 2 * F r (u z)) 0 (Ici 0) y := by
    intro y hy
    have hF := (hasDerivAt_F r (u y)).comp_hasDerivWithinAt y (hu y hy)
    exact (((hE y hy).mul (hE y hy)).sub (hF.const_mul 2)).congr_deriv (by ring)
  have hFl : Tendsto (fun z => F r (u z)) atTop (𝓝 0) := by
    have h := (hasDerivAt_F r 0).continuousAt.tendsto.comp hu0
    rw [F_zero] at h
    exact h
  have hl : Tendsto (fun z => E z * E z - 2 * F r (u z)) atTop (𝓝 0) := by
    simpa using (hE0.mul hE0).sub (hFl.const_mul 2)
  have h1 := nonpos_of_bulk _ (fun _ => 0) hw (fun _ _ => le_rfl) hl hx
  have h2 := nonpos_of_bulk (fun z => -(E z * E z - 2 * F r (u z))) (fun _ => 0)
    (fun y hy => (hw y hy).neg.congr_deriv neg_zero) (fun _ _ => le_rfl)
    (by simpa using hl.neg) hx
  have hsq : E x * E x = 2 * F r (u x) := by linarith
  -- screening fixes the sign of the field
  have h3 := nonpos_of_bulk (fun z => -(u z * E z))
    (fun z => E z * E z - u z * rho r (u z))
    (fun y hy => ((hu y hy).mul (hE y hy)).neg.congr_deriv (by ring))
    (fun y _ => by linarith [mul_self_nonneg (E y), screening hr (u y)])
    (by simpa using (hu0.mul hE0).neg) hx
  have hs : 0 ≤ u x * E x := by linarith
  rw [Q, ← hsq, Real.sqrt_mul_self_eq_abs]
  rcases lt_trichotomy (u x) 0 with h | h | h
  · have h4 : E x ≤ 0 := by
      by_contra hc
      linarith [mul_neg_of_neg_of_pos h (not_le.1 hc)]
    rw [Real.sign_of_neg h, abs_of_nonpos h4]
    ring
  · rw [h, F_zero, mul_zero] at hsq
    simp [mul_self_eq_zero.1 hsq]
  · have h4 : 0 ≤ E x := by
      by_contra hc
      linarith [mul_neg_of_pos_of_neg h (not_le.1 hc)]
    rw [Real.sign_of_pos h, abs_of_nonneg h4, one_mul]
```

## (g) A remainder bound

Show that for \(|x|\le 1\), with \(x\) now any real number,

\[
\left|e^{x}-\left(1+x+\tfrac{x^2}{2}\right)\right|\le |x|^3 .
\]

The remainder is \(\sum_{n\ge3}x^n/n!\). For \(|x|\le1\) its size is at most \(|x|^3\sum_{n\ge3}1/n!=|x|^3(e-\tfrac52)\), and \(e-\tfrac52<1\). Lean uses the library bound `Real.exp_bound` with three terms, whose constant is \(2/9\).

```lean
/-- For `|x| ≤ 1` the exponential differs from its quadratic expansion by at most `|x|³`. -/
lemma exp_quadratic {x : ℝ} (hx : |x| ≤ 1) :
    |Real.exp x - (1 + x + x ^ 2 / 2)| ≤ |x| ^ 3 := by
  have h := Real.exp_bound hx (n := 3) (by norm_num)
  have e : ∑ m ∈ Finset.range 3, x ^ m / (m.factorial : ℝ) = 1 + x + x ^ 2 / 2 := by
    simp [Finset.sum_range_succ, Nat.factorial]
  rw [e] at h
  refine h.trans (mul_le_of_le_one_right (by positivity) ?_)
  norm_num [Nat.factorial]
```

## (h) Flat-band capacitance

Show that for \(r\ge0\)

\[
Q_r'(0)=\sqrt{1+r}.
\]

For \(0<|u|\le1\), (g) applied at \(-u\) and at \(u\) shows that \(e^{-u}+u-1\) and \(e^{u}-u-1\) each differ from \(u^2/2\) by at most \(|u|^3\). Hence

\[
\left|\frac{2F_r(u)}{u^2}-(1+r)\right|\le 2(1+r)|u| ,
\]

and the ratio tends to \(1+r\). Since \(Q_r(0)=0\), the difference quotient of \(Q_r\) is

\[
\frac{Q_r(u)}{u}=\frac{\sqrt{2F_r(u)}}{|u|}=\sqrt{\frac{2F_r(u)}{u^2}}\longrightarrow\sqrt{1+r}.
\]

By Gauss's law the semiconductor charge per area is minus the surface field, so this slope is the semiconductor's differential capacitance per area at flat band, in units of \(\varepsilon/L\). The oxide capacitance, in series with it, is not included. In the code, `hlim` is the limit of the ratio, and the final case split handles the two signs of \(u\).

```lean
/-- Flat-band capacitance: for `r ≥ 0` the slope of `Q` at zero band bending is `√(1 + r)`. -/
theorem flatBand_capacitance {r : ℝ} (hr : 0 ≤ r) : HasDerivAt (Q r) (√(1 + r)) 0 := by
  have ha : Tendsto (fun u : ℝ => 2 * (1 + r) * |u|) (𝓝[≠] 0) (𝓝 0) := by
    have c : Continuous (fun u : ℝ => 2 * (1 + r) * |u|) := continuous_const.mul continuous_abs
    have h := c.tendsto 0
    rw [abs_zero, mul_zero] at h
    exact h.mono_left nhdsWithin_le_nhds
  have hlim : Tendsto (fun u => 2 * F r u / u ^ 2) (𝓝[≠] 0) (𝓝 (1 + r)) := by
    refine tendsto_sub_nhds_zero_iff.1 (squeeze_zero_norm' ?_ ha)
    filter_upwards [self_mem_nhdsWithin,
      nhdsWithin_le_nhds (Metric.closedBall_mem_nhds (0 : ℝ) one_pos)] with u hu h1
    have hu0 : u ≠ 0 := hu
    have h1' : |u| ≤ 1 := by simpa using h1
    have p := abs_le.1 (exp_quadratic h1')
    have m := abs_le.1 (exp_quadratic (x := -u) (by rwa [abs_neg]))
    rw [abs_neg] at m
    have hc : |u| ^ 3 = |u| * u ^ 2 := by rw [← sq_abs u]; ring
    rw [hc] at p m
    have p1 := mul_le_mul_of_nonneg_left p.1 hr
    have p2 := mul_le_mul_of_nonneg_left p.2 hr
    have hpos : 0 < u ^ 2 := by positivity
    have e : 2 * F r u / u ^ 2 - (1 + r) = (2 * F r u - (1 + r) * u ^ 2) / u ^ 2 := by
      field_simp
    rw [Real.norm_eq_abs, e, abs_div, abs_of_pos hpos, div_le_iff₀ hpos, abs_le]
    unfold F
    constructor <;> nlinarith [m.1, m.2]
  -- the difference quotient of `Q` is the square root of this ratio
  rw [hasDerivAt_iff_tendsto_slope]
  refine hlim.sqrt.congr' ?_
  filter_upwards [self_mem_nhdsWithin] with u hu
  have hu0 : u ≠ 0 := hu
  rw [Real.sqrt_div' _ (sq_nonneg u), Real.sqrt_sq_eq_abs, slope_def_field]
  rcases lt_or_gt_of_ne hu0 with h | h
  · simp [Q, Real.sign_of_neg h, abs_of_neg h, div_neg, neg_div]
  · simp [Q, Real.sign_of_pos h, abs_of_pos h]
```

## (i) The dominant exponential

For real \(a,b\), show that as \(t\to\infty\)

\[
\bigl[a(e^{-t}+t-1)+b(e^{t}-t-1)\bigr]e^{-t}\to b .
\]

Multiplying out gives

\[
a\,(e^{-2t}+te^{-t}-e^{-t})+b\,(1-te^{-t}-e^{-t}).
\]

Both \(e^{-t}\) and \(te^{-t}\) vanish in the limit, and \(b\) is left. These are the limits `A` and `B`.

```lean
/-- Divided by `exp t`, a combination of the two carrier terms tends to the coefficient `b` of the
growing exponential as `t` goes to plus infinity. -/
lemma branch_limit (a b : ℝ) :
    Tendsto (fun t : ℝ => (a * (Real.exp (-t) + t - 1) + b * (Real.exp t - t - 1))
      * Real.exp (-t)) atTop (𝓝 b) := by
  have A : Tendsto (fun t : ℝ => Real.exp (-t)) atTop (𝓝 0) :=
    Real.tendsto_exp_neg_atTop_nhds_zero
  have B : Tendsto (fun t : ℝ => t * Real.exp (-t)) atTop (𝓝 0) := by
    simpa using Real.tendsto_pow_mul_exp_neg_atTop_nhds_zero 1
  have h := ((((A.mul A).add B).sub A).const_mul a).add
    ((((tendsto_const_nhds (x := (1 : ℝ))).sub B).sub A).const_mul b)
  have e : a * (0 * 0 + 0 - 0) + b * (1 - 0 - 0) = b := by ring
  rw [e] at h
  refine h.congr fun t => ?_
  have h1 : Real.exp t * Real.exp (-t) = 1 := by rw [← Real.exp_add]; simp
  linear_combination (-b) * h1
```

## (j) Accumulation

Show that \(F_r(u)\,e^{u}\to 1\) as \(u\to-\infty\).

Put \(u=-t\). Then \(F_r(-t)=r(e^{-t}+t-1)+(e^{t}-t-1)\), which is the bracket in (i) with \(a=r\), \(b=1\). The accumulated holes dominate.

```lean
/-- Accumulation: `F exp(u)` tends to 1 as the band bending goes to minus infinity. -/
theorem accumulation (r : ℝ) : Tendsto (fun u => F r u * Real.exp u) atBot (𝓝 1) := by
  refine ((branch_limit r 1).comp tendsto_neg_atBot_atTop).congr fun u => ?_
  simp only [Function.comp_apply, neg_neg, F]
  ring
```

## (k) Strong inversion

Show that \(F_r(u)\,e^{-u}\to r\) as \(u\to+\infty\).

This is (i) with \(t=u\), \(a=1\), \(b=r\). For \(r>0\) the electrons dominate. For \(r=0\) the limit is zero, and there is no inversion layer.

```lean
/-- Strong inversion: `F exp(-u)` tends to `r` as the band bending goes to plus infinity. -/
theorem inversion (r : ℝ) : Tendsto (fun u => F r u * Real.exp (-u)) atTop (𝓝 r) := by
  refine (branch_limit 1 r).congr fun u => ?_
  simp only [F]
  ring
```

## (l) Depletion

Show that for \(r\ge0\) and \(u\ge0\)

\[
0\le F_r(u)-(u-1)\le e^{-u}+re^{u}.
\]

The difference is \(e^{-u}+r(e^{u}-u-1)\). Both terms are non-negative, which gives the lower bound. Dropping the non-positive part \(-r(u+1)\) gives the upper bound.

As a numerical instance, take \(r=e^{-20}\).

- At \(u=10\), \(F=9+2e^{-10}-11e^{-20}\approx 9.00009\). The field is \(\sqrt{2F}\approx4.2427\), against \(\sqrt{18}\approx4.2426\) from \(F\approx u-1\).
- At \(u=20\), the surface electron density \(re^{u}\) equals the bulk hole density, and \(F=20-20e^{-20}\approx20\). The field is about \(6.325\), while \(F\approx u-1\) gives \(\sqrt{38}\approx6.164\), about 2.5% too low.

The bound shows that the approximation \(F_r(u)\approx u-1\) is good when \(u>1\) and both \(e^{-u}\) and \(re^{u}\) are small compared with \(u-1\). The textbook depletion approximation, which removes all holes up to a sharp edge and neglects the electrons, gives \(F\approx u\) instead; the \(-1\) comes from the holes that remain near the edge. At \(u=20\) in the example, \(F\approx u\) is accurate only because the electron term, close to 1 there, cancels the \(-1\).

```lean
/-- Depletion: for `r ≥ 0` and `u ≥ 0`, `F` exceeds `u - 1` by a non-negative amount of at most
`exp(-u) + r exp(u)`. -/
theorem depletion {r u : ℝ} (hr : 0 ≤ r) (hu : 0 ≤ u) :
    0 ≤ F r u - (u - 1) ∧ F r u - (u - 1) ≤ Real.exp (-u) + r * Real.exp u := by
  have h1 : 0 ≤ r * (Real.exp u - u - 1) :=
    mul_nonneg hr (by linarith [Real.add_one_le_exp u])
  have h2 := mul_nonneg hr hu
  have h3 := Real.exp_pos (-u)
  unfold F
  constructor <;> nlinarith

end

end MOSElectrostatics
```

```lean
#print axioms MOSElectrostatics.field_eq_Q
-- 'MOSElectrostatics.field_eq_Q' depends on axioms: [propext, Classical.choice, Quot.sound]
#print axioms MOSElectrostatics.accumulation
-- 'MOSElectrostatics.accumulation' depends on axioms: [propext, Classical.choice, Quot.sound]
#print axioms MOSElectrostatics.inversion
-- 'MOSElectrostatics.inversion' depends on axioms: [propext, Classical.choice, Quot.sound]
#print axioms MOSElectrostatics.depletion
-- 'MOSElectrostatics.depletion' depends on axioms: [propext, Classical.choice, Quot.sound]
```
